# Energy eigenvectors split into orthogonal Bloch components under a cyclic translation

Translation by one lattice cell is modelled here as a linear isometry \(T\) of a complex inner product space with \(T^N=1\), not as a shift of the argument of a wavefunction. The Hamiltonian is any linear map \(H\) that commutes with \(T\), and every solution of \(H\psi=E\psi\) is then a sum of \(N\) mutually orthogonal vectors, some of which may be zero, that solve the same equation with the same \(E\) and have definite translation phases.

In Lean 4 with Mathlib:

```lean
import Mathlib

open Finset
open scoped InnerProductSpace

namespace BlochCrystalMomentum

noncomputable section

variable {V : Type*} [NormedAddCommGroup V] [InnerProductSpace ℂ V]

/-- The phase `exp (2 π i m / N)` acquired under translation by one cell. -/
def blochPhase (N m : ℕ) : ℂ := Complex.exp (2 * Real.pi * Complex.I * m / N)

/-- The component of `ψ` with crystal momentum index `m`: the average over `N` cells of the
translated copies of `ψ`, weighted by inverse Bloch phases. -/
def blochComponent (T : V →ₗᵢ[ℂ] V) (N m : ℕ) (ψ : V) : V :=
  (N : ℂ)⁻¹ • ∑ j ∈ range N, ((blochPhase N m)⁻¹ ^ j) • (⇑T)^[j] ψ

/-- The Bloch phases are the successive powers of one primitive `N`-th root of unity. -/
theorem blochPhase_root {N : ℕ} (hN : 0 < N) :
    ∃ ω : ℂ, IsPrimitiveRoot ω N ∧ ∀ m, blochPhase N m = ω ^ m := by
  refine ⟨_, Complex.isPrimitiveRoot_exp N hN.ne', fun m => ?_⟩
  rw [← Complex.exp_nat_mul, blochPhase]
  congr 1
  ring

/-- Eigenvectors of a linear isometry with different eigenvalues are orthogonal. -/
theorem isometry_eigenvectors_orthogonal (T : V →ₗᵢ[ℂ] V) {a b : ℂ} {u v : V}
    (hu : T u = a • u) (hv : T v = b • v) (hab : a ≠ b) : ⟪u, v⟫_ℂ = 0 := by
  by_cases h0 : u = 0
  · simp [h0]
  -- the isometry forces the eigenvalue onto the unit circle
  have hn : ‖a‖ = 1 := by
    have h := T.norm_map u
    rw [hu, norm_smul] at h
    exact mul_right_cancel₀ (norm_ne_zero_iff.mpr h0) (by rw [h, one_mul])
  have ha : a * (starRingEnd ℂ) a = 1 := by
    rw [Complex.mul_conj, Complex.normSq_eq_norm_sq, hn]
    norm_num
  have h := T.inner_map_map u v
  rw [hu, hv, inner_smul_left, inner_smul_right] at h
  have h2 : (b - a) * ⟪u, v⟫_ℂ = 0 := by
    linear_combination a * h - b * ⟪u, v⟫_ℂ * ha
  exact (mul_eq_zero.mp h2).resolve_left (sub_ne_zero.mpr hab.symm)

/-- Translation by one cell multiplies the component with index `m` by its Bloch phase. -/
theorem translate_blochComponent (T : V →ₗᵢ[ℂ] V) {N : ℕ} (hN : 0 < N)
    (hT : (⇑T)^[N] = id) (m : ℕ) (ψ : V) :
    T (blochComponent T N m ψ) = blochPhase N m • blochComponent T N m ψ := by
  have hp : blochPhase N m ≠ 0 := Complex.exp_ne_zero _
  have hz : blochPhase N m ^ N = 1 := by
    obtain ⟨ω, hω, h⟩ := blochPhase_root hN
    rw [h, ← pow_mul, mul_comm, pow_mul, hω.pow_eq_one, one_pow]
  unfold blochComponent
  generalize blochPhase N m = p at hp hz ⊢
  have hs : ∀ j : ℕ, p * p⁻¹ ^ (j + 1) = p⁻¹ ^ j := fun j => by
    rw [pow_succ', ← mul_assoc, mul_inv_cancel₀ hp, one_mul]
  have step : ∀ j : ℕ, T (p⁻¹ ^ j • (⇑T)^[j] ψ) = p • (p⁻¹ ^ (j + 1) • (⇑T)^[j + 1] ψ) :=
    fun j => by rw [map_smul, Function.iterate_succ_apply', smul_smul, hs]
  -- a sum around the closed ring does not depend on the starting cell
  have cyc : ∀ f : ℕ → V, f N = f 0 → ∑ j ∈ range N, f (j + 1) = ∑ j ∈ range N, f j := by
    intro f h
    have h1 := (sum_range_succ' f N).symm.trans (sum_range_succ f N)
    rw [h] at h1
    exact add_right_cancel h1
  have c := cyc (fun j => p⁻¹ ^ j • (⇑T)^[j] ψ) (by
    change p⁻¹ ^ N • (⇑T)^[N] ψ = p⁻¹ ^ 0 • ψ
    rw [inv_pow, hz, hT]
    simp)
  beta_reduce at c
  rw [map_smul, map_sum, sum_congr rfl (fun j _ => step j), ← smul_sum, c, smul_comm]

/-- If `H` commutes with the translation and `H ψ = E ψ`, every component of `ψ` satisfies the
same equation with the same `E`. -/
theorem energy_blochComponent (T : V →ₗᵢ[ℂ] V) (H : V →ₗ[ℂ] V)
    (hTH : ∀ x, H (T x) = T (H x)) {E : ℂ} {ψ : V} (hψ : H ψ = E • ψ) (N m : ℕ) :
    H (blochComponent T N m ψ) = E • blochComponent T N m ψ := by
  have h : ∀ j : ℕ, H ((⇑T)^[j] ψ) = E • (⇑T)^[j] ψ := by
    intro j
    induction j with
    | zero => exact hψ
    | succ j ih => rw [Function.iterate_succ_apply', hTH, ih, map_smul]
  unfold blochComponent
  rw [map_smul, map_sum, smul_comm E, smul_sum (r := E)]
  congr 1
  refine sum_congr rfl fun j _ => ?_
  rw [map_smul, h, smul_comm]

/-- The `N` components of a state add up to the state. -/
theorem sum_blochComponent (T : V →ₗᵢ[ℂ] V) {N : ℕ} (hN : 0 < N) (ψ : V) :
    ∑ m ∈ range N, blochComponent T N m ψ = ψ := by
  obtain ⟨ω, hω, hp⟩ := blochPhase_root hN
  have key : ∀ j ∈ range N, ∑ m ∈ range N, ((blochPhase N m)⁻¹ ^ j) • (⇑T)^[j] ψ
      = if j = 0 then (N : ℂ) • ψ else 0 := by
    intro j hj
    rw [← sum_smul]
    split_ifs with h0
    · subst h0
      simp
    · -- a geometric sum over all N-th roots of unity vanishes
      have h1 : ∀ m ∈ range N, (blochPhase N m)⁻¹ ^ j = ((ω ^ j)⁻¹) ^ m := fun m _ => by
        rw [hp, inv_pow, inv_pow, ← pow_mul, ← pow_mul, mul_comm m j]
      have hne : ω ^ j ≠ 1 :=
        hω.pow_ne_one_of_pos_of_lt (by omega) (mem_range.mp hj)
      have hr : (ω ^ j)⁻¹ - 1 ≠ 0 := sub_ne_zero.mpr fun h => hne (inv_eq_one.mp h)
      have hg := mul_geom_sum ((ω ^ j)⁻¹) N
      rw [inv_pow, ← pow_mul, mul_comm j N, pow_mul, hω.pow_eq_one, one_pow, inv_one,
        sub_self] at hg
      rw [sum_congr rfl h1, (mul_eq_zero.mp hg).resolve_left hr, zero_smul]
  unfold blochComponent
  rw [← smul_sum, sum_comm, sum_congr rfl key, sum_ite_eq', if_pos (mem_range.mpr hN),
    smul_smul, inv_mul_cancel₀ (Nat.cast_ne_zero.mpr hN.ne'), one_smul]

/-- Bloch's theorem on a ring of `N` cells: a solution of `H ψ = E ψ` is the sum of `N` mutually
orthogonal solutions with the same `E`, the `m`-th having translation phase `exp (2 π i m / N)`. -/
theorem bloch_decomposition (T : V →ₗᵢ[ℂ] V) (H : V →ₗ[ℂ] V) {N : ℕ} (hN : 0 < N)
    (hT : (⇑T)^[N] = id) (hTH : ∀ x, H (T x) = T (H x)) {E : ℂ} {ψ : V}
    (hψ : H ψ = E • ψ) :
    ∑ m ∈ range N, blochComponent T N m ψ = ψ ∧
    (∀ m < N, H (blochComponent T N m ψ) = E • blochComponent T N m ψ ∧
      T (blochComponent T N m ψ) = blochPhase N m • blochComponent T N m ψ) ∧
    (∀ m < N, ∀ n < N, m ≠ n →
      ⟪blochComponent T N m ψ, blochComponent T N n ψ⟫_ℂ = 0) := by
  refine ⟨sum_blochComponent T hN ψ, fun m _ => ⟨energy_blochComponent T H hTH hψ N m,
    translate_blochComponent T hN hT m ψ⟩, fun m hm n hn hmn => ?_⟩
  obtain ⟨ω, hω, hp⟩ := blochPhase_root hN
  refine isometry_eigenvectors_orthogonal T (translate_blochComponent T hN hT m ψ)
    (translate_blochComponent T hN hT n ψ) fun h => hmn ?_
  rw [hp, hp] at h
  exact hω.pow_inj hm hn h

/-- The decomposition of a state into vectors with the `N` Bloch phases is unique. -/
theorem bloch_decomposition_unique (T : V →ₗᵢ[ℂ] V) {N : ℕ} (hN : 0 < N)
    (hT : (⇑T)^[N] = id) {ψ : V} (φ : ℕ → V) (hsum : ∑ m ∈ range N, φ m = ψ)
    (hφ : ∀ m < N, T (φ m) = blochPhase N m • φ m) :
    ∀ m < N, φ m = blochComponent T N m ψ := by
  intro m hm
  obtain ⟨ω, hω, hp⟩ := blochPhase_root hN
  have hd : ∀ k < N, T (φ k - blochComponent T N k ψ)
      = blochPhase N k • (φ k - blochComponent T N k ψ) := fun k hk => by
    rw [map_sub, hφ k hk, translate_blochComponent T hN hT, smul_sub]
  have h0 : ∑ k ∈ range N, (φ k - blochComponent T N k ψ) = 0 := by
    rw [sum_sub_distrib, hsum, sum_blochComponent T hN, sub_self]
  -- pair the vanishing sum of differences with its m-th term
  have h1 := congrArg (fun x => ⟪φ m - blochComponent T N m ψ, x⟫_ℂ) h0
  beta_reduce at h1
  rw [inner_sum, inner_zero_right, sum_eq_single m] at h1
  · exact sub_eq_zero.mp (inner_self_eq_zero.mp h1)
  · intro k hk hkm
    have hk' := mem_range.mp hk
    refine isometry_eigenvectors_orthogonal T (hd m hm) (hd k hk') fun h => hkm ?_
    rw [hp, hp] at h
    exact (hω.pow_inj hm hk' h).symm
  · exact fun h => absurd (mem_range.mpr hm) h

/-- Every energy level contains a nonzero state with a definite Bloch phase. -/
theorem exists_bloch_state (T : V →ₗᵢ[ℂ] V) (H : V →ₗ[ℂ] V) {N : ℕ} (hN : 0 < N)
    (hT : (⇑T)^[N] = id) (hTH : ∀ x, H (T x) = T (H x)) {E : ℂ} {ψ : V}
    (hψ : H ψ = E • ψ) (h0 : ψ ≠ 0) :
    ∃ m < N, ∃ φ : V, φ ≠ 0 ∧ H φ = E • φ ∧ T φ = blochPhase N m • φ := by
  by_contra hcon
  apply h0
  rw [← sum_blochComponent T hN ψ]
  refine sum_eq_zero fun m hm => ?_
  by_contra hne
  exact hcon ⟨m, mem_range.mp hm, _, hne, energy_blochComponent T H hTH hψ N m,
    translate_blochComponent T hN hT m ψ⟩

/-- The eigenvector of a nondegenerate energy level has a definite Bloch phase. -/
theorem nondegenerate_is_bloch (T : V →ₗᵢ[ℂ] V) (H : V →ₗ[ℂ] V) {N : ℕ} (hN : 0 < N)
    (hT : (⇑T)^[N] = id) (hTH : ∀ x, H (T x) = T (H x)) {E : ℂ} {ψ : V}
    (hψ : H ψ = E • ψ) (h0 : ψ ≠ 0) (hnd : ∀ φ, H φ = E • φ → ∃ c : ℂ, φ = c • ψ) :
    ∃ m < N, T ψ = blochPhase N m • ψ := by
  obtain ⟨m, hm, φ, hφ0, hφE, hφT⟩ := exists_bloch_state T H hN hT hTH hψ h0
  obtain ⟨c, rfl⟩ := hnd φ hφE
  have hc : c ≠ 0 := fun h => hφ0 (by rw [h, zero_smul])
  rw [map_smul, smul_comm (blochPhase N m) c ψ] at hφT
  exact ⟨m, hm, smul_right_injective V hc hφT⟩

/-- Translation by one site on a ring of `N` sites. -/
def ringShift (N : ℕ) [NeZero N] :
    EuclideanSpace ℂ (ZMod N) →ₗᵢ[ℂ] EuclideanSpace ℂ (ZMod N) where
  toFun ψ := WithLp.toLp 2 fun x => ψ (x - 1)
  map_add' _ _ := rfl
  map_smul' _ _ := rfl
  norm_map' ψ := by
    simp only [EuclideanSpace.norm_eq]
    congr 1
    exact Equiv.sum_comp (Equiv.subRight (1 : ZMod N)) (fun x => ‖ψ x‖ ^ 2)

/-- The tight-binding Hamiltonian with hopping amplitude `t` between neighbouring sites. -/
def ringHopping (N : ℕ) [NeZero N] (t : ℝ) :
    EuclideanSpace ℂ (ZMod N) →ₗ[ℂ] EuclideanSpace ℂ (ZMod N) where
  toFun ψ := WithLp.toLp 2 fun x => -(t : ℂ) * (ψ (x + 1) + ψ (x - 1))
  map_add' φ χ := by
    ext x
    change -(t : ℂ) * ((φ (x + 1) + χ (x + 1)) + (φ (x - 1) + χ (x - 1)))
      = -(t : ℂ) * (φ (x + 1) + φ (x - 1)) + -(t : ℂ) * (χ (x + 1) + χ (x - 1))
    ring
  map_smul' c φ := by
    ext x
    change -(t : ℂ) * (c * φ (x + 1) + c * φ (x - 1))
      = c * (-(t : ℂ) * (φ (x + 1) + φ (x - 1)))
    ring

/-- On the tight-binding ring, `N` translations give the identity, the hopping Hamiltonian commutes
with translation, and the uniform state is an eigenvector with energy `-2t`. -/
theorem tightBindingRing_witness (N : ℕ) [NeZero N] (t : ℝ) :
    (⇑(ringShift N))^[N] = id ∧
    (∀ ψ, ringHopping N t (ringShift N ψ) = ringShift N (ringHopping N t ψ)) ∧
    ringHopping N t (WithLp.toLp 2 fun _ => 1)
      = (-2 * t : ℂ) • (WithLp.toLp 2 fun _ => 1 : EuclideanSpace ℂ (ZMod N)) := by
  have h : ∀ (j : ℕ) (ψ : EuclideanSpace ℂ (ZMod N)) (x : ZMod N),
      ((⇑(ringShift N))^[j] ψ) x = ψ (x - (j : ZMod N)) := by
    intro j ψ
    induction j with
    | zero => intro x; simp
    | succ j ih =>
      intro x
      rw [Function.iterate_succ_apply']
      change ((⇑(ringShift N))^[j] ψ) (x - 1) = _
      have hx : x - 1 - (j : ZMod N) = x - ((j + 1 : ℕ) : ZMod N) := by
        push_cast
        ring
      rw [ih, hx]
  refine ⟨?_, fun ψ => ?_, ?_⟩
  · funext ψ
    ext x
    exact (h N ψ x).trans (by simp)
  · ext x
    change -(t : ℂ) * (ψ (x + 1 - 1) + ψ (x - 1 - 1))
      = -(t : ℂ) * (ψ (x - 1 + 1) + ψ (x - 1 - 1))
    rw [add_sub_cancel_right, sub_add_cancel]
  · ext x
    change -(t : ℂ) * (1 + 1) = (-2 * t : ℂ) * 1
    ring

end

end BlochCrystalMomentum
```

```lean
#print axioms BlochCrystalMomentum.translate_blochComponent
-- 'BlochCrystalMomentum.translate_blochComponent' depends on axioms: [propext, Classical.choice, Quot.sound]
#print axioms BlochCrystalMomentum.bloch_decomposition
-- 'BlochCrystalMomentum.bloch_decomposition' depends on axioms: [propext, Classical.choice, Quot.sound]
#print axioms BlochCrystalMomentum.bloch_decomposition_unique
-- 'BlochCrystalMomentum.bloch_decomposition_unique' depends on axioms: [propext, Classical.choice, Quot.sound]
#print axioms BlochCrystalMomentum.nondegenerate_is_bloch
-- 'BlochCrystalMomentum.nondegenerate_is_bloch' depends on axioms: [propext, Classical.choice, Quot.sound]
```

## Cells, phases and energies in the theorem

The space `V` carries a complex inner product, and neither finite dimension nor completeness is assumed. The type `V →ₗᵢ[ℂ] V` of `T` says that translation is linear and preserves norms. The hypothesis `(⇑T)^[N] = id` is the periodic boundary condition: after \(N\ge 1\) cells one is back at the start. The hypothesis `hTH` says that the Hamiltonian is the same in every cell.

Write \(\omega=e^{2\pi i/N}\). Then `blochPhase N m` is \(\omega^m\), and `blochComponent T N m ψ` is the vector
\[
\psi_m=\frac1N\sum_{j=0}^{N-1}\omega^{-mj}\,T^j\psi .
\]
The theorem `bloch_decomposition` takes \(H\psi=E\psi\) and states that, for \(m,n\in\{0,\dots,N-1\}\),
\[
\sum_{m=0}^{N-1}\psi_m=\psi,\qquad H\psi_m=E\psi_m,\qquad T\psi_m=\omega^m\psi_m,\qquad \langle\psi_m,\psi_n\rangle=0\ \ (m\neq n).
\]
Some of the \(\psi_m\) may be zero, and those that are not zero are in general not normalised. For \(N=1\) the translation is the identity and \(\psi_0=\psi\).

The index \(m\) labels the crystal momentum, with a sign that depends on convention. The file's ring translation acts as \((T\psi)(x)=\psi(x-1)\), so a state with \(T\psi=\omega^m\psi\) satisfies \(\psi(x+1)=\omega^{-m}\psi(x)\). With lattice constant \(\ell\) and the common convention \(\psi(x+1)=e^{ik\ell}\psi(x)\), where \(x\) numbers the sites, this means \(k=-2\pi m/(N\ell)\), up to a multiple of \(2\pi/\ell\).

`H` is not assumed to be self-adjoint, and `E` may be complex. `H` must, however, be defined on all of `V`, so an unbounded Hamiltonian with a smaller domain does not fit directly. There is a single translation of finite order, which describes one lattice direction with periodic boundary conditions. Bloch's theorem is often stated for wavefunctions in an infinite crystal, as a plane wave times a lattice-periodic function; the result here concerns the translation phase on a finite ring of cells.

For a non-interacting electron on such a finite ring, the result lets one sort energy eigenstates by crystal momentum. If a numerical diagonalisation returns a mixture of momenta within a degenerate level, the formula for \(\psi_m\) separates it.

## The translation phase and the energy of each component

The lemma `blochPhase_root` records that \(\omega\) is a primitive \(N\)-th root of unity: \(\omega^N=1\), and no smaller positive power equals 1. The phases \(\omega^0,\dots,\omega^{N-1}\) are therefore all different.

To find the translation phase, set \(f(j)=\omega^{-mj}T^j\psi\). Applying \(T\) to one term gives
\[
T f(j)=\omega^{-mj}T^{j+1}\psi=\omega^m f(j+1).
\]
Since \(\omega^{-mN}=1\) and \(T^N=1\), we have \(f(N)=f(0)\), and the sum around the ring does not depend on the starting cell:
\[
T\psi_m=\frac{\omega^m}{N}\sum_{j=0}^{N-1}f(j+1)=\frac{\omega^m}{N}\sum_{j=0}^{N-1}f(j)=\omega^m\psi_m .
\]
In `translate_blochComponent`, the local fact `step` is the first of these equations and `cyc` is the shift of the sum. The latter is proved by splitting \(\sum_{j=0}^{N}f(j)\) once at its first term and once at its last.

For the energy, commutation gives \(HT^j\psi=T^jH\psi=E\,T^j\psi\). Every translated copy of \(\psi\) solves the same equation, and so does any linear combination of the copies. The lemma `energy_blochComponent` proves the statement for \(T^j\psi\) by induction on \(j\) and then takes `H` through the sum.

## Adding the components back together

Exchanging the two finite sums gives
\[
\sum_{m=0}^{N-1}\psi_m=\frac1N\sum_{j=0}^{N-1}\Bigl(\sum_{m=0}^{N-1}\omega^{-jm}\Bigr)T^j\psi .
\]
For \(j=0\) the bracket equals \(N\). For \(0<j<N\) put \(r=\omega^{-j}\). Then \(r\neq1\), while
\[
(r-1)\sum_{m=0}^{N-1}r^m=r^N-1=0,
\]
so the bracket vanishes. Only \(\frac1N\,N\psi=\psi\) remains.

In `sum_blochComponent`, the fact `key` contains both cases, with `mul_geom_sum` supplying the geometric identity. The exchange of sums is `sum_comm`.

## Orthogonality and uniqueness

Let \(Tu=au\) and \(Tv=bv\) with \(a\neq b\). If \(u=0\), the inner product is zero. Otherwise \(\|u\|=\|Tu\|=|a|\,\|u\|\) gives \(|a|=1\). The inner product is conjugate-linear in its first argument, and \(T\) preserves it, so
\[
\langle u,v\rangle=\langle Tu,Tv\rangle=\bar a\,b\,\langle u,v\rangle .
\]
Multiplying by \(a\) and using \(a\bar a=1\) gives \((b-a)\langle u,v\rangle=0\), hence \(\langle u,v\rangle=0\). This is `isometry_eigenvectors_orthogonal`, where `linear_combination` carries out the last multiplication. Because the Bloch phases are distinct, the lemma applies to \(\psi_m\) and \(\psi_n\) whenever \(m\neq n\), which completes `bloch_decomposition`.

The theorem `bloch_decomposition_unique` does not involve \(H\). Suppose that \(\psi=\sum_{m=0}^{N-1}\varphi_m\) with \(T\varphi_m=\omega^m\varphi_m\). The differences \(d_m=\varphi_m-\psi_m\) have the same translation phases and add up to zero. Pairing their sum with \(d_m\) leaves one term:
\[
0=\Bigl\langle d_m,\sum_{k=0}^{N-1}d_k\Bigr\rangle=\|d_m\|^2 .
\]
Thus \(\varphi_m=\psi_m\) for every \(m<N\). In the code, `sum_eq_single` isolates this term, and the orthogonality lemma removes the others.

## Bloch states within an energy level

If \(\psi\neq0\), the components cannot all vanish, because they add up to \(\psi\). Any nonzero component has energy \(E\) and a definite phase, and this is the content of `exists_bloch_state`.

In `nondegenerate_is_bloch`, the hypothesis `hnd` expresses nondegeneracy: every solution with energy \(E\) is a multiple of \(\psi\). The nonzero Bloch state just found is then \(c\psi\) with \(c\neq0\). Cancelling \(c\) from \(T(c\psi)=\omega^m c\psi\) shows that \(\psi\) itself is a Bloch state. In a degenerate level, an eigenvector may instead combine several phases.

## The tight-binding ring

The concrete model has one orbital on each site of `ZMod N`, the integers modulo \(N\). Its translation is `ringShift`, and its Hamiltonian `ringHopping` acts as
\[
(H\psi)(x)=-t\,[\psi(x+1)+\psi(x-1)] .
\]
The real constant \(t\) is the hopping amplitude, which sets how strongly neighbouring orbitals are coupled.

The theorem `tightBindingRing_witness` checks three things. After \(j\) translations the amplitude at \(x\) is \(\psi(x-j)\), so \(N\) translations restore the state. Hopping and translation commute, since both orders give \(-t[\psi(x)+\psi(x-2)]\) at site \(x\). The uniform state has two equal neighbouring amplitudes at each site, and therefore energy \(-2t\). The code gives this state amplitude 1 on every site; the normalised amplitude is \(1/\sqrt N\).

The formula also fixes the smallest rings. For \(N=2\) both neighbours are the same site, which is counted twice, and for \(N=1\) the hopping term acts on the single site as multiplication by \(-2t\).
